# The second Magnus term vanishes for a pulse sequence followed by its mirror image

The theorem `magnusSecond_mirrored` says that if a finite pulse sequence is followed by the same steps in reverse order, the second Magnus term of the whole is zero. The steps are arbitrary elements `A 0`, …, `A (n - 1)` of a real algebra, which need not commute, and the second Magnus term is half the sum of the commutators of later steps with earlier ones. The attempt applies `magnusSecond_eq_zero`, which gives the result for every time-symmetric cycle. It then has to show that the mirrored sequence of `2 * n` steps reads the same in both directions, which it does by cases, according to the half in which each index lies.

In Lean, a first try:

```lean
import Mathlib

open Finset

namespace SymmetricPulseCycle

noncomputable section

variable {R : Type*} [Ring R] [Algebra ℝ R]

/-- The second Magnus term: half the sum of the commutators of later with earlier steps. -/
def magnusSecond (n : ℕ) (A : ℕ → R) : R :=
  (1 / 2 : ℝ) • ∑ k ∈ range n, ∑ j ∈ range k, (A k * A j - A j * A k)

/-- A cycle of `n` steps is time-symmetric if it reads the same forwards and backwards. -/
def IsTimeSymmetric (n : ℕ) (A : ℕ → R) : Prop := ∀ k < n, A (n - 1 - k) = A k

/-- The sequence of `n` steps followed by its mirror image, `2 n` steps in all. -/
def mirrored (n : ℕ) (A : ℕ → R) (k : ℕ) : R := if k < n then A k else A (2 * n - 1 - k)

/-- Running any pulse sequence in reverse order changes the sign of its second Magnus term. -/
theorem magnusSecond_reverse (n : ℕ) (A : ℕ → R) :
    magnusSecond n (fun k => A (n - 1 - k)) = -magnusSecond n A := by
  -- write the triangular sum as a square sum with an indicator
  have square (B : ℕ → R) : ∑ k ∈ range n, ∑ j ∈ range k, (B k * B j - B j * B k) =
      ∑ k ∈ range n, ∑ j ∈ range n, if j < k then B k * B j - B j * B k else 0 := by
    refine Finset.sum_congr rfl fun k hk => ?_
    have hk' := Finset.mem_range.mp hk
    rw [← Finset.sum_filter]
    refine Finset.sum_congr ?_ fun _ _ => rfl
    ext j
    simp only [Finset.mem_range, Finset.mem_filter]
    omega
  let g : ℕ → ℕ → R := fun k j => if k < j then A k * A j - A j * A k else 0
  unfold magnusSecond
  rw [← smul_neg, square, square]
  congr 1
  calc
    _ = ∑ k ∈ range n, ∑ j ∈ range n, g (n - 1 - k) (n - 1 - j) := by
      refine Finset.sum_congr rfl fun k hk => Finset.sum_congr rfl fun j hj => ?_
      have hk' := Finset.mem_range.mp hk
      have hj' := Finset.mem_range.mp hj
      simp only [g]
      by_cases h : j < k
      · have h' : n - 1 - k < n - 1 - j := by omega
        rw [if_pos h, if_pos h']
      · have h' : ¬ n - 1 - k < n - 1 - j := by omega
        rw [if_neg h, if_neg h']
    -- reflect both time indices, then exchange their roles
    _ = ∑ k ∈ range n, ∑ j ∈ range n, g k j :=
      (Finset.sum_range_reflect (fun k => ∑ j ∈ range n, g k (n - 1 - j)) n).trans
        (Finset.sum_congr rfl fun k _ => Finset.sum_range_reflect (g k) n)
    _ = ∑ j ∈ range n, ∑ k ∈ range n, g k j := Finset.sum_comm
    _ = _ := by
      simp only [← Finset.sum_neg_distrib]
      refine Finset.sum_congr rfl fun k _ => Finset.sum_congr rfl fun j _ => ?_
      simp only [g]
      split_ifs <;> simp

/-- The second Magnus term of a time-symmetric pulse cycle is zero. -/
theorem magnusSecond_eq_zero {n : ℕ} {A : ℕ → R} (hA : IsTimeSymmetric n A) :
    magnusSecond n A = 0 := by
  -- by symmetry, the reversed cycle has the same second Magnus term
  have same : magnusSecond n (fun k => A (n - 1 - k)) = magnusSecond n A := by
    unfold magnusSecond
    congr 1
    refine Finset.sum_congr rfl fun k hk => Finset.sum_congr rfl fun j hj => ?_
    have hk' := Finset.mem_range.mp hk
    have hj' := Finset.mem_range.mp hj
    simp only [hA k hk', hA j (hj'.trans hk')]
  have h : magnusSecond n A + magnusSecond n A = 0 :=
    eq_neg_iff_add_eq_zero.mp (same.symm.trans (magnusSecond_reverse n A))
  calc magnusSecond n A = (1 / 2 : ℝ) • (magnusSecond n A + magnusSecond n A) := by module
    _ = 0 := by rw [h, smul_zero]

/-- Any pulse sequence followed by its mirror image has zero second Magnus term. -/
theorem magnusSecond_mirrored (n : ℕ) (A : ℕ → R) :
    magnusSecond (2 * n) (mirrored n A) = 0 := by
  apply magnusSecond_eq_zero
  intro k hk
  unfold mirrored
  split_ifs <;> first | omega | (congr 1; omega)

end

end SymmetricPulseCycle
```

Messages:

```
Main.lean:82:42: error: No goals to be solved
```

What went wrong. The message “No goals to be solved” points at the last `omega`, the one after `congr 1`: it was run when nothing was left to prove.

After `split_ifs`, the cases whose index conditions contradict each other are closed by the first `omega`. The case that breaks the proof is the one where `k` lies in the second half and `2 * n - 1 - k` in the first. There both sides are `A (2 * n - 1 - k)`. The first `omega` finds no contradiction and fails, so `first` moves on to `(congr 1; omega)`. Now `congr 1` closes the goal by reflexivity, and the `omega` after it fails for want of a goal.

In the opposite case `congr 1` does leave an equation, `2 * n - 1 - (2 * n - 1 - k) = k`, which needs `omega`. The repair therefore writes `congr 1 <;> omega`, which runs `omega` on every goal that `congr 1` leaves and does nothing if there are none. This suits both cases.

As a diff, the version that Lean accepts:

```diff
@@ -80,5 +80,5 @@
   intro k hk
   unfold mirrored
-  split_ifs <;> first | omega | (congr 1; omega)
+  split_ifs <;> first | omega | (congr 1 <;> omega)
 
 end
```
